# The off-site sum of $|g|^3$ vanishes as $d\to\infty$ when $|g(x)|\le C\,d^{-\|x\|_1/2}$ with fixed $C$

If a propagator $g$ on the lattice $\mathbb{Z}^d$ with $d>4$ satisfies $|g(x)|\le C\,d^{-\|x\|_1/2}$ at every site, where $\|x\|_1=\sum_i|x_i|$, then the sum of $|g(x)|^3$ over $x\neq0$ converges and is at most $C^3q/(1-q)$ with $q=2/\sqrt d$. At fixed $C$ this bound tends to zero as $d\to\infty$, whereas the squares over the nearest neighbours alone can add up to $2C^2$ in every dimension $d\ge1$.

In Lean 4 with Mathlib:

```lean
import Mathlib

open Finset Filter Topology

namespace InfiniteDimensionalLattice

noncomputable section

/-- Sites of the `d`-dimensional hypercubic lattice. -/
abbrev Site (d : ℕ) := Fin d → ℤ

/-- The number of nearest-neighbour hops needed to reach `x` from the origin. -/
def norm1 {d : ℕ} (x : Site d) : ℕ := ∑ i, (x i).natAbs

/-- The unit step along axis `b.1`, forward or backward according to `b.2`. -/
def step {d : ℕ} (b : Fin d × Bool) : Site d := Pi.single b.1 (if b.2 then 1 else -1)

/-- The nearest neighbours of the origin. -/
def neighbours (d : ℕ) : Finset (Site d) := univ.image step

/-- The propagator `g` is bounded by `C d^(-norm1 x / 2)` at every site (for `d ≥ 1`). -/
def HasScaling {d : ℕ} (g : Site d → ℂ) (C : ℝ) : Prop := ∀ x, ‖g x‖ ≤ C / √d ^ norm1 x

/-- The propagator equal to `C d^(-norm1 x / 2)` at every site (for `d ≥ 1`). -/
def saturating (d : ℕ) (C : ℝ) (x : Site d) : ℂ := ((C / √d ^ norm1 x : ℝ) : ℂ)

/-- Only the origin is at distance zero. -/
theorem norm1_eq_zero {d : ℕ} (x : Site d) : norm1 x = 0 ↔ x = 0 := by
  simp [norm1, Finset.sum_eq_zero_iff, funext_iff]

/-- Every site at distance `R + 1` is one unit step away from a site at distance `R`. -/
theorem exists_step_inward {d R : ℕ} {x : Site d} (h : norm1 x = R + 1) :
    ∃ (y : Site d) (b : Fin d × Bool), norm1 y = R ∧ y + step b = x := by
  obtain ⟨i, hi⟩ : ∃ i, x i ≠ 0 := by
    by_contra hc
    have := (norm1_eq_zero x).2 (funext fun i => by_contra fun hi => hc ⟨i, hi⟩)
    omega
  obtain ⟨y, hy⟩ : ∃ y, y = x - step (i, decide (0 < x i)) := ⟨_, rfl⟩
  refine ⟨y, (i, decide (0 < x i)), ?_, by rw [hy, sub_add_cancel]⟩
  -- only the coordinate `i` changes, and it moves towards zero
  have h1 : (y i).natAbs + 1 = (x i).natAbs := by
    simp only [hy, step, Pi.sub_apply, Pi.single_eq_same, decide_eq_true_eq]
    split_ifs <;> omega
  have h2 : ∑ j ∈ univ.erase i, (y j).natAbs = ∑ j ∈ univ.erase i, (x j).natAbs :=
    Finset.sum_congr rfl fun j hj => by
      simp [hy, step, Finset.ne_of_mem_erase hj]
  have h3 (z : Site d) : (z i).natAbs + ∑ j ∈ univ.erase i, (z j).natAbs = norm1 z :=
    Finset.add_sum_erase _ (fun j => (z j).natAbs) (mem_univ i)
  have hx := h3 x
  have hy' := h3 y
  omega

/-- At most `(2d)^R` lattice sites lie at distance `R` from the origin. -/
theorem shell_card (d R : ℕ) : {x : Site d | norm1 x = R}.Finite ∧
    {x : Site d | norm1 x = R}.ncard ≤ (2 * d) ^ R := by
  have key : ∃ T : Finset (Site d), (∀ x, norm1 x = R → x ∈ T) ∧ T.card ≤ (2 * d) ^ R := by
    induction R with
    | zero => exact ⟨{0}, fun x hx => by simpa using (norm1_eq_zero x).1 hx, by simp⟩
    | succ R ih =>
      obtain ⟨T, hT, hc⟩ := ih
      refine ⟨(T ×ˢ (univ : Finset (Fin d × Bool))).image (fun p => p.1 + step p.2),
        fun x hx => ?_, card_image_le.trans ?_⟩
      · obtain ⟨y, b, hy, hb⟩ := exists_step_inward hx
        exact mem_image.2 ⟨(y, b), mem_product.2 ⟨hT y hy, mem_univ b⟩, hb⟩
      · have hu : (univ : Finset (Fin d × Bool)).card = 2 * d := by simp [mul_comm]
        rw [card_product, hu, pow_succ]
        exact Nat.mul_le_mul_right _ hc
  obtain ⟨T, hT, hc⟩ := key
  have hsub : {x : Site d | norm1 x = R} ⊆ (T : Set (Site d)) := fun x hx => hT x hx
  refine ⟨T.finite_toSet.subset hsub, (Set.ncard_le_ncard hsub T.finite_toSet).trans ?_⟩
  rwa [Set.ncard_coe_finset]

/-- For `d > 4`, the cubes of a scaled propagator are summable over all sites other than the
origin, and their sum is at most `C³ q / (1 - q)` with `q = 2 / √d`. -/
theorem tsum_cube_le {d : ℕ} (hd : 4 < d) {g : Site d → ℂ} {C : ℝ} (hg : HasScaling g C) :
    Summable (fun x : {x : Site d // x ≠ 0} => ‖g x‖ ^ 3) ∧
    ∑' x : {x : Site d // x ≠ 0}, ‖g x‖ ^ 3 ≤ C ^ 3 * ((2 / √d) / (1 - 2 / √d)) := by
  have hC : 0 ≤ C := by
    have h := (norm_nonneg _).trans (hg 0)
    rwa [(norm1_eq_zero (0 : Site d)).2 rfl, pow_zero, div_one] at h
  have hd' : (4 : ℝ) < d := by exact_mod_cast hd
  have hd0 : (0 : ℝ) < d := by linarith
  have hw : 2 < √(d : ℝ) := (Real.lt_sqrt (by norm_num)).2 (by linarith)
  have hsq : √(d : ℝ) ^ 2 = d := Real.sq_sqrt hd0.le
  obtain ⟨q, hqd⟩ : ∃ q : ℝ, q = 2 / √d := ⟨_, rfl⟩
  have hq : q = 2 * d / √d ^ 3 := by
    rw [hqd, pow_succ, hsq, mul_comm 2 (d : ℝ), mul_div_mul_left _ _ hd0.ne']
  have hq0 : 0 ≤ q := by rw [hqd]; positivity
  have hq1 : q < 1 := by rw [hqd, div_lt_one (by linarith)]; exact hw
  rw [← hqd]
  have fin : ∀ s : Finset {x : Site d // x ≠ 0},
      ∑ x ∈ s, ‖g x‖ ^ 3 ≤ C ^ 3 * (q / (1 - q)) := by
    intro s
    have hmaps : ∀ x ∈ s, norm1 x.1 - 1 ∈ range (s.sup (fun x => norm1 x.1) + 1) := by
      intro x hx
      have := Finset.le_sup (f := fun x : {x : Site d // x ≠ 0} => norm1 x.1) hx
      exact mem_range.2 (by omega)
    -- group the sites by shells
    rw [← Finset.sum_fiberwise_of_maps_to hmaps]
    have shell : ∀ n, ∑ x ∈ s with norm1 x.1 - 1 = n, ‖g x‖ ^ 3 ≤ C ^ 3 * q ^ (n + 1) := by
      intro n
      have hn : ∀ x ∈ s.filter (fun x => norm1 x.1 - 1 = n), norm1 x.1 = n + 1 := by
        intro x hx
        have h1 := (mem_filter.1 hx).2
        have h2 : norm1 x.1 ≠ 0 := fun h => x.2 ((norm1_eq_zero _).1 h)
        omega
      have hcard : (s.filter (fun x => norm1 x.1 - 1 = n)).card ≤ (2 * d) ^ (n + 1) := by
        rw [← card_map (Function.Embedding.subtype _), ← Set.ncard_coe_finset]
        refine (Set.ncard_le_ncard ?_ (shell_card d (n + 1)).1).trans (shell_card d (n + 1)).2
        intro x hx
        obtain ⟨y, hy, rfl⟩ := mem_map.1 (mem_coe.1 hx)
        exact hn y hy
      have hcard' : ((s.filter (fun x => norm1 x.1 - 1 = n)).card : ℝ)
          ≤ (2 * (d : ℝ)) ^ (n + 1) := by exact_mod_cast hcard
      refine (Finset.sum_le_card_nsmul _ _ ((C / √d ^ (n + 1)) ^ 3) fun x hx => ?_).trans ?_
      · have h := hg x.1
        rw [hn x hx] at h
        exact pow_le_pow_left₀ (norm_nonneg _) h 3
      · rw [nsmul_eq_mul]
        refine (mul_le_mul_of_nonneg_right hcard' (by positivity)).trans_eq ?_
        rw [hq, div_pow, div_pow, pow_right_comm (√(d : ℝ)) (n + 1) 3]
        ring
    refine (Finset.sum_le_sum fun n _ => shell n).trans ?_
    rw [← Finset.mul_sum]
    refine mul_le_mul_of_nonneg_left ?_ (by positivity)
    -- a finite geometric sum lies below the full series
    rw [le_div_iff₀ (by linarith)]
    simp only [pow_succ']
    rw [← Finset.mul_sum, mul_assoc, geom_sum_mul_neg]
    exact mul_le_of_le_one_right hq0 (sub_le_self _ (pow_nonneg hq0 _))
  have hs : Summable (fun x : {x : Site d // x ≠ 0} => ‖g x‖ ^ 3) :=
    summable_of_sum_le (fun x => by positivity) fin
  exact ⟨hs, hasSum_le_of_sum_le hs.hasSum fin⟩

/-- For propagators scaled with the same `C` in every dimension, the sum of cubes over all
sites other than the origin vanishes as `d → ∞`. -/
theorem tendsto_tsum_cube (g : ∀ d : ℕ, Site d → ℂ) (C : ℝ) (hg : ∀ d, HasScaling (g d) C) :
    Tendsto (fun d : ℕ => ∑' x : {x : Site d // x ≠ 0}, ‖g d x‖ ^ 3) atTop (𝓝 0) := by
  have hq : Tendsto (fun d : ℕ => 2 / √(d : ℝ)) atTop (𝓝 0) :=
    tendsto_const_nhds.div_atTop (Real.tendsto_sqrt_atTop.comp tendsto_natCast_atTop_atTop)
  have hb : Tendsto (fun d : ℕ => C ^ 3 * ((2 / √(d : ℝ)) / (1 - 2 / √(d : ℝ))))
      atTop (𝓝 0) := by
    have h := (hq.div (tendsto_const_nhds.sub hq) (by norm_num : (1 : ℝ) - 0 ≠ 0)).const_mul
      (C ^ 3)
    simpa using h
  refine tendsto_of_tendsto_of_tendsto_of_le_of_le' tendsto_const_nhds hb ?_ ?_
  · exact Eventually.of_forall fun d => tsum_nonneg fun x => by positivity
  · filter_upwards [eventually_gt_atTop 4] with d hd
    exact (tsum_cube_le hd (hg d)).2

/-- The nearest neighbours are exactly the sites at distance one, and there are `2d` of them. -/
theorem neighbours_spec (d : ℕ) :
    (∀ x : Site d, x ∈ neighbours d ↔ norm1 x = 1) ∧ (neighbours d).card = 2 * d := by
  refine ⟨fun x => ⟨fun hx => ?_, fun hx => ?_⟩, ?_⟩
  · obtain ⟨⟨i, s⟩, -, rfl⟩ := mem_image.1 hx
    unfold norm1
    rw [Finset.sum_eq_single i (fun j _ hj => by simp [step, hj])
      (fun h => absurd (mem_univ i) h)]
    cases s <;> simp [step]
  · obtain ⟨y, b, hy, hb⟩ := exists_step_inward (R := 0) hx
    rw [(norm1_eq_zero y).1 hy, zero_add] at hb
    exact mem_image.2 ⟨b, mem_univ b, hb⟩
  · have hinj : Function.Injective (step (d := d)) := by
      rintro ⟨i, s⟩ ⟨j, t⟩ h
      have hi := congrFun h i
      by_cases hij : i = j
      · subst hij
        cases s <;> cases t <;> simp [step] at hi ⊢
      · cases s <;> simp [step, hij] at hi
    rw [neighbours, card_image_of_injective _ hinj]
    simp [mul_comm]

/-- For `C ≥ 0` the saturating propagator obeys the scaling; over the nearest neighbours its squares
sum to `2C²` in every dimension `d ≥ 1`, and its cubes to `2C³/√d`. -/
theorem saturating_witness {d : ℕ} (hd : 0 < d) {C : ℝ} (hC : 0 ≤ C) :
    HasScaling (saturating d C) C ∧
    ∑ x ∈ neighbours d, ‖saturating d C x‖ ^ 2 = 2 * C ^ 2 ∧
    ∑ x ∈ neighbours d, ‖saturating d C x‖ ^ 3 = 2 * C ^ 3 / √d := by
  have hnorm : ∀ x, ‖saturating d C x‖ = C / √(d : ℝ) ^ norm1 x := fun x => by
    rw [saturating, Complex.norm_real, Real.norm_of_nonneg (by positivity)]
  have hd' : (0 : ℝ) < d := by exact_mod_cast hd
  have hw : √(d : ℝ) ≠ 0 := (Real.sqrt_pos.2 hd').ne'
  have hsq : (d : ℝ) = √(d : ℝ) ^ 2 := (Real.sq_sqrt hd'.le).symm
  -- all `2d` neighbours contribute equally
  have hsum : ∀ p : ℕ, ∑ x ∈ neighbours d, ‖saturating d C x‖ ^ p
      = 2 * √(d : ℝ) ^ 2 * (C / √(d : ℝ)) ^ p := by
    intro p
    have hterm : ∀ x ∈ neighbours d, ‖saturating d C x‖ ^ p = (C / √(d : ℝ)) ^ p :=
      fun x hx => by rw [hnorm, ((neighbours_spec d).1 x).1 hx, pow_one]
    rw [Finset.sum_congr rfl hterm, sum_const, (neighbours_spec d).2, nsmul_eq_mul, ← hsq]
    push_cast
    ring
  refine ⟨fun x => (hnorm x).le, ?_, ?_⟩
  · rw [hsum, div_pow, mul_assoc, mul_div_cancel₀ _ (pow_ne_zero 2 hw)]
  · rw [hsum]
    field_simp

end

end InfiniteDimensionalLattice
```

```lean
#print axioms InfiniteDimensionalLattice.tendsto_tsum_cube
```

```
'InfiniteDimensionalLattice.tendsto_tsum_cube' depends on axioms: [propext, Classical.choice, Quot.sound]
```

## Sites, hops and the assumed decay

A lattice site is a function `Fin d → ℤ`, that is, a list of $d$ integer coordinates, and the lattice is infinite. `norm1 x` is $\|x\|_1$, the smallest number of nearest-neighbour hops from the origin to $x$. The unit steps $\pm e_i$ are indexed by an axis and a Boolean for the direction, and `neighbours d` collects them.

The propagator is a complex function of one site. This describes a translation-invariant system at a single frequency or imaginary time, with $x$ the separation between two sites. The predicate `HasScaling g C` states the bound as $|g(x)|\le C/(\sqrt d)^{\|x\|_1}$.

The physics behind it is the scaling of the hopping amplitude as $1/\sqrt d$, which keeps the kinetic energy per site finite in high dimension. Reaching $x$ takes at least $\|x\|_1$ hops, and each brings a factor $1/\sqrt d$. The constant $C$ bounds the local propagator $|g(0)|$ and also the amplitude that remains at any other site once these factors are removed. The bound is assumed here and not derived from a Hamiltonian. Requiring one $C$ for all distances and all dimensions is a real restriction. Free fermions with nearest-neighbour hopping scaled in this way, at fixed nonzero temperature, chemical potential and imaginary time, do not meet it. Their off-site sum of cubes still vanishes as $d\to\infty$, for a different reason: the squares over all sites sum to at most $1$, and each $x\neq0$ is one of at least $2d$ sites equivalent by symmetry, so $|g(x)|\le1/\sqrt{2d}$ there and the cubes sum to at most $1/\sqrt{2d}$.

With these definitions, the theorems say the following.

- `shell_card`: for all $d$ and $R$, the set of sites with $\|x\|_1=R$ is finite and has at most $(2d)^R$ elements.
- `tsum_cube_le`: for $d>4$, the cubes are summable over the sites other than the origin, with the bound stated above.
- `tendsto_tsum_cube`: for a family of propagators, one in each dimension and all with the same $C$, the sum of cubes tends to zero.
- `saturating_witness`: for $d\ge1$ and $C\ge0$, the propagator equal to $C\,d^{-\|x\|_1/2}$ obeys the scaling. Its nearest-neighbour squares sum to exactly $2C^2$ and its nearest-neighbour cubes to $2C^3/\sqrt d$. This is a test function chosen to attain the bound. At fixed imaginary time and fixed $C>0$ it is not a fermion propagator in high dimension: its sum over all sites, $C\,((\sqrt d+1)/(\sqrt d-1))^d$ for $d\ge2$, grows without bound, while a fermion propagator has magnitude at most $1$ at each momentum.

## Three lines between two sites, or two

The cube matters for the Hubbard model because the second-order skeleton self-energy between two sites, at fixed imaginary time, is, up to a sign, $U^2$ times a product of three propagators joining them. If all three obey the assumed bound with one $C$ that does not depend on $d$, the off-site part of this one diagram, summed over the lattice, vanishes as $d\to\infty$ at fixed $U$. That is the mechanism behind the local self-energy of dynamical mean-field theory, seen here at second order only.

Two factors behave differently. In the kinetic energy, a hopping amplitude of order $1/\sqrt d$ multiplies a nearest-neighbour propagator of the same order, and the $2d$ neighbours can together give a finite contribution. The squares in `saturating_witness` show the same counting.

## Counting the sites in a shell

Let $N_R$ be the number of sites with $\|x\|_1=R$. Only the origin has $\|x\|_1=0$, so $N_0=1$.

Now take $x$ with $\|x\|_1=R+1$. Some coordinate $x_i$ is nonzero. Moving it one unit towards zero gives a site $y$ with $\|y\|_1=R$, and $x$ is recovered from $y$ by one of the $2d$ unit steps. Hence
$$N_{R+1}\le 2d\,N_R,\qquad N_R\le(2d)^R .$$

The inward move is `exists_step_inward`. Its proof separates coordinate $i$ from the others, shows that $|x_i|$ drops by one while the rest of the sum is unchanged, and leaves the arithmetic to `omega`. `shell_card` then runs the induction with a finite set $T$ that contains the shell: the next set consists of all sums of an element of $T$ and a unit step. Different pairs may give the same site, which can only lower the count.

## Summing the cubes shell by shell

At the origin the scaling reads $0\le|g(0)|\le C$, so $C\ge0$. Number the shells away from the origin by $n=0,1,2,\dots$, with $\|x\|_1=n+1$ on shell $n$. Each site there contributes at most $C^3d^{-3(n+1)/2}$, and there are at most $(2d)^{n+1}$ of them, so the shell contributes at most
$$(2d)^{n+1}\,\frac{C^3}{d^{3(n+1)/2}}=C^3\left(\frac{2d}{d^{3/2}}\right)^{n+1}=C^3q^{n+1},\qquad q=\frac{2}{\sqrt d}.$$
For $d>4$ we have $0<q<1$, and the first $N$ shells give at most
$$C^3\sum_{n=0}^{N-1}q^{n+1}=C^3\,\frac{q(1-q^N)}{1-q}\le C^3\,\frac{q}{1-q}.$$

In `tsum_cube_le` this argument is the statement `fin`, made for an arbitrary finite set `s` of nonzero sites. `Finset.sum_fiberwise_of_maps_to` splits the sum over `s` according to the label `norm1 x.1 - 1`, which is $n$. The statement `shell` multiplies the count from `shell_card` by the largest possible term, and `geom_sum_mul_neg` supplies the finite geometric sum.

The passage to the infinite lattice turns on `summable_of_sum_le`. For a nonnegative real function, it takes one constant that bounds the sum over every finite set and returns summability. The reason is that such finite sums only grow as sites are added, so a common upper bound forces them to converge. No infinite series has to be rearranged into shells, since all the grouping happens inside finite sums. `hasSum_le_of_sum_le` then carries the same constant over to the value of the infinite sum.

For the limit, $q\to0$ gives $C^3q/(1-q)\to0$. The sum of cubes is nonnegative and lies below this bound once $d>4$, so it is squeezed to zero. `tendsto_tsum_cube` does exactly this, and the dimensions up to four play no part in the limit.

## The nearest neighbours, counted exactly

The sites with $\|x\|_1=1$ are the $2d$ unit steps, all distinct. `neighbours_spec` proves this: a unit step has norm one, the inward move with $R=0$ shows that every site of norm one is a unit step, and injectivity of `step` gives the count. For the saturating propagator each neighbour has magnitude $C/\sqrt d$, so
$$2d\left(\frac{C}{\sqrt d}\right)^2=2C^2,\qquad 2d\left(\frac{C}{\sqrt d}\right)^3=\frac{2C^3}{\sqrt d}.$$
In the code, `hsum` evaluates the sum for a general power $p$, and the theorem sets $p=2$ and $p=3$.

## From five dimensions to the limit

The bound on the cubes can be rewritten as
$$C^3\,\frac{q}{1-q}=\frac{2C^3}{\sqrt d-2}.$$
In the smallest admissible dimension, $d=5$, it equals $2(\sqrt5+2)\,C^3\approx8.47\,C^3$, which is finite but far from small. The threshold $d>4$ comes from the generous count $(2d)^R$. At fixed $d$ the true shell size grows only as a power of $R$, so the cubes of a scaled propagator in fact converge for every $d\ge2$.

For large $d$ the estimate is tight. The nearest neighbours of the saturating propagator already contribute $2C^3/\sqrt d$, so its full off-site sum lies between $2C^3/\sqrt d$ and $2C^3/(\sqrt d-2)$ for $d>4$. When $C>0$, the ratio of these two values tends to one, and the nearest neighbours carry the leading term.
